# With a common prefactor, an error d in the reduced barrier gap changes the excess of two competing rates by at most 2 tanh(|d|/4)

When deciding whether to recompute two competing transition states with a more expensive method, it helps to know how an error of their free-energy gap affects the predicted selectivity. For two channels with exponential rates and a common prefactor, the resulting change has a closed form and a sharp upper bound.

## From the barrier gap to the excess

Let the channels have barriers $G_1$ and $G_2$ and rates $k_i = A\exp(-\beta G_i)$, where $A \neq 0$ and $\beta$ is the inverse temperature in units of reciprocal energy. The common $A$ says that the channels differ only in their free-energy barriers, as in transition-state theory with one reactant state and equal transmission coefficients. Define the reduced gap $x = \beta(G_2 - G_1)$, which is the barrier difference in thermal units, that is, in multiples of the energy $1/\beta$. Then $k_1 = k_2\exp x$, and the excess is

$$\frac{k_1-k_2}{k_1+k_2} = \frac{\exp x - 1}{\exp x + 1} = \frac{\exp(x/2)-\exp(-x/2)}{\exp(x/2)+\exp(-x/2)} = \tanh\frac{x}{2}.$$

For $-1<e<1$, the excess equals $e$ exactly when $\exp x - 1 = e(\exp x + 1)$. This rearranges to $(1-e)\exp x = 1+e$, so $x = \ln\frac{1+e}{1-e}$. An excess of 90 percent requires $x = \ln(1.9/0.1) = \ln 19$.

## The largest effect of a gap error

Let the computed gap be $x+d$, with $d$ of either sign. For real $a$ and $b$,

$$\tanh a - \tanh b = \frac{\sinh a\cosh b - \cosh a\sinh b}{\cosh a\cosh b} = \frac{2\sinh(a-b)}{\cosh(a+b)+\cosh(a-b)},$$

because $2\cosh a\cosh b = \cosh(a+b)+\cosh(a-b)$. Put $a=(x+d)/2$ and $b=x/2$, and take absolute values:

$$\left|\tanh\frac{x+d}{2}-\tanh\frac{x}{2}\right| = \frac{2\sinh(|d|/2)}{\cosh(x+d/2)+\cosh(d/2)}.$$

Since $\cosh(x+d/2)\ge 1$, the right side is at most $2\sinh(|d|/2)/(1+\cosh(d/2))$. The difference formula with $a=|d|/4$ and $b=-|d|/4$ shows that this is $2\tanh(|d|/4)$.

If $d=0$, both sides vanish. If $d\neq0$, the numerator is positive, and equality holds exactly when $\cosh(x+d/2)=1$, that is, $x=-d/2$. The true and computed gaps are then opposite, so the calculation favours the wrong channel. For small $d$ this happens near zero selectivity.

A tolerance $\tau$ on the excess, with $0\le\tau<2$, is therefore met at every $x$ exactly when $2\tanh(|d|/4)\le\tau$. Since $\tanh$ is strictly increasing, the inversion formula with $e=\tau/2$ turns this into

$$|d|\le 2\ln\frac{2+\tau}{2-\tau}.$$

For $\tau=0.1$ the allowed error is about $0.20$ thermal units.

Finally, if the gap $G_2-G_1$ is known to within $\varepsilon$ and $\beta\ge0$, then $|d|\le\beta\varepsilon$, and the excess is known to within $2\tanh(\beta\varepsilon/4)$.

## Rates and excess as real functions

In Lean 4 with Mathlib:

```lean
import Mathlib

noncomputable section

namespace SelectivityError
```

All quantities are real numbers. Units are not tracked, so $\beta$ and the barriers must be given in matching units.

```lean
/-- Rate of a channel with prefactor `A`, inverse temperature `β` and free-energy barrier `G`. -/
def rate (A β G : ℝ) : ℝ := A * Real.exp (-(β * G))
```

`rate A β G` is the exponential rate law. It is postulated here, not derived from dynamics.

```lean
/-- Excess of the first channel over the second, for rates with `k₁ + k₂ ≠ 0`. -/
def excess (k₁ k₂ : ℝ) : ℝ := (k₁ - k₂) / (k₁ + k₂)
```

`excess` compares two rates. It equals the excess of the products if, at a fixed temperature, both start from zero, form irreversibly with the same dependence on concentrations, and are not consumed afterwards.

## The hyperbolic tangent and its inverse

```lean
/-- Two rates with ratio `exp x` have excess `tanh (x / 2)`. -/
theorem excess_exp_mul {k : ℝ} (hk : k ≠ 0) (x : ℝ) :
    excess (Real.exp x * k) k = Real.tanh (x / 2) := by
  have hx : Real.exp x = Real.exp (x / 2) * Real.exp (x / 2) := by
    rw [← Real.exp_add, add_halves]
  have huv : Real.exp (x / 2) * Real.exp (-(x / 2)) = 1 := by
    rw [← Real.exp_add, add_neg_cancel, Real.exp_zero]
  have hu := Real.exp_pos (x / 2)
  have hv := Real.exp_pos (-(x / 2))
  unfold excess
  rw [Real.tanh_eq_sinh_div_cosh, Real.sinh_eq, Real.cosh_eq, hx]
  generalize Real.exp (x / 2) = u at *
  generalize Real.exp (-(x / 2)) = v at *
  have h1 : u * u * k + k ≠ 0 := by
    have h : u * u * k + k = (u * u + 1) * k := by ring
    rw [h]
    exact mul_ne_zero (by positivity) hk
  have h2 : (u + v) / 2 ≠ 0 := by positivity
  rw [div_eq_div_iff h1 h2]
  linear_combination k * u * huv
```

For any nonzero `k`, the rates `Real.exp x * k` and `k` have excess $\tanh(x/2)$. The proof names $u=\exp(x/2)$ and $v=\exp(-x/2)$, clears the denominators, and closes with `linear_combination` from $uv=1$.

```lean
/-- The excess of two channels with a common prefactor is the hyperbolic tangent of half the
difference of their barriers, second minus first, in thermal units. -/
theorem excess_rate {A : ℝ} (hA : A ≠ 0) (β G₁ G₂ : ℝ) :
    excess (rate A β G₁) (rate A β G₂) = Real.tanh (β * (G₂ - G₁) / 2) := by
  have h : rate A β G₁ = Real.exp (β * (G₂ - G₁)) * rate A β G₂ := by
    unfold rate
    rw [show -(β * G₁) = β * (G₂ - G₁) + -(β * G₂) by ring, Real.exp_add]
    ring
  have hk : rate A β G₂ ≠ 0 := mul_ne_zero hA (Real.exp_ne_zero _)
  rw [h, excess_exp_mul hk]
```

This is the same statement for barriers. The proof writes the first rate as $\exp(\beta(G_2-G_1))$ times the second and applies the previous theorem.

The single `A` in both rates matters. With equal barriers but prefactors $3$ and $1$, the excess is $(3-1)/(3+1)=1/2$, while the formula would give $\tanh 0=0$.

```lean
/-- An excess `e` strictly between `-1` and `1` corresponds to exactly one reduced gap,
`x = ln ((1 + e) / (1 - e))`. -/
theorem tanh_half_eq_iff {x e : ℝ} (h1 : -1 < e) (h2 : e < 1) :
    Real.tanh (x / 2) = e ↔ x = Real.log ((1 + e) / (1 - e)) := by
  have hp : 0 < 1 + e := by linarith
  have hm : 0 < 1 - e := by linarith
  have hx : Real.exp x + 1 ≠ 0 := by positivity
  rw [← excess_exp_mul one_ne_zero x, excess, mul_one, div_eq_iff hx]
  constructor
  · intro h
    have h3 : Real.exp x = (1 + e) / (1 - e) := by
      rw [eq_div_iff hm.ne']
      linear_combination h
    rw [← h3, Real.log_exp]
  · intro h
    have h3 : Real.exp x = (1 + e) / (1 - e) := by
      rw [h, Real.exp_log (div_pos hp hm)]
    rw [eq_div_iff hm.ne'] at h3
    linear_combination h3
```

For $e$ strictly between $-1$ and $1$, exactly one reduced gap gives the excess $e$. The proof uses `excess_exp_mul` with `k = 1` to return to $(\exp x-1)/(\exp x+1)$, then solves for $\exp x$ in both directions.

```lean
/-- With a common prefactor, the excess of the first channel is 90 percent exactly when the second
barrier minus the first is `ln 19` in thermal units. -/
theorem excess_ninety_percent {A : ℝ} (hA : A ≠ 0) (β G₁ G₂ : ℝ) :
    excess (rate A β G₁) (rate A β G₂) = 9 / 10 ↔ β * (G₂ - G₁) = Real.log 19 := by
  rw [excess_rate hA, tanh_half_eq_iff (by norm_num) (by norm_num),
    show ((1 + 9 / 10) / (1 - 9 / 10) : ℝ) = 19 by norm_num]
```

The 90 percent case follows by substituting $e=9/10$.

## Exact error and sharp bound

```lean
/-- The difference of two hyperbolic tangents, written with the sum and the difference of
their arguments. -/
theorem tanh_sub_tanh (a b : ℝ) : Real.tanh a - Real.tanh b =
    2 * Real.sinh (a - b) / (Real.cosh (a + b) + Real.cosh (a - b)) := by
  have ha := (Real.cosh_pos a).ne'
  have hb := (Real.cosh_pos b).ne'
  have hs : Real.cosh (a + b) + Real.cosh (a - b) = 2 * (Real.cosh a * Real.cosh b) := by
    rw [Real.cosh_add, Real.cosh_sub]
    ring
  rw [hs, Real.sinh_sub, Real.tanh_eq_sinh_div_cosh, Real.tanh_eq_sinh_div_cosh,
    div_sub_div _ _ ha hb,
    div_eq_div_iff (mul_ne_zero ha hb) (mul_ne_zero two_ne_zero (mul_ne_zero ha hb))]
  ring
```

The addition theorems for $\cosh$ and $\sinh$ give the difference formula, as in the derivation above.

```lean
/-- The hyperbolic tangent is strictly increasing. -/
theorem tanh_increasing : StrictMono Real.tanh := by
  intro a b h
  rw [← sub_pos, tanh_sub_tanh]
  exact div_pos (mul_pos two_pos (Real.sinh_pos_iff.2 (sub_pos.2 h)))
    (add_pos (Real.cosh_pos _) (Real.cosh_pos _))
```

For $a<b$, the formula writes $\tanh b-\tanh a$ as a quotient of positive numbers.

```lean
/-- The exact size of the change in the excess when the reduced gap `x` is shifted by `d`. -/
theorem excess_error_formula (x d : ℝ) :
    |Real.tanh ((x + d) / 2) - Real.tanh (x / 2)| =
      2 * Real.sinh (|d| / 2) / (Real.cosh (x + d / 2) + Real.cosh (d / 2)) := by
  rw [tanh_sub_tanh, show (x + d) / 2 - x / 2 = d / 2 by ring,
    show (x + d) / 2 + x / 2 = x + d / 2 by ring, abs_div, abs_mul, abs_two,
    Real.abs_sinh, abs_div, abs_two,
    abs_of_pos (add_pos (Real.cosh_pos _) (Real.cosh_pos _))]
```

This is the exact change of the excess for a shift `d` at the gap `x`. The rewriting simplifies the half-sum and half-difference, then moves the absolute value onto `d`.

```lean
/-- An error `d` in the reduced gap `x` changes the excess by at most `2 tanh (|d| / 4)`, and
for `d ≠ 0` this bound is reached only at `x = -d / 2`. -/
theorem excess_error_sharp (x d : ℝ) :
    |Real.tanh ((x + d) / 2) - Real.tanh (x / 2)| ≤ 2 * Real.tanh (|d| / 4) ∧
    (|Real.tanh ((x + d) / 2) - Real.tanh (x / 2)| = 2 * Real.tanh (|d| / 4) ↔
      d = 0 ∨ x = -d / 2) := by
  -- the bound is the change between two opposite gaps
  have hw : 2 * Real.tanh (|d| / 4) = 2 * Real.sinh (|d| / 2) / (1 + Real.cosh (d / 2)) := by
    have h := tanh_sub_tanh (|d| / 4) (-(|d| / 4))
    rw [Real.tanh_neg, show |d| / 4 - -(|d| / 4) = |d| / 2 by ring,
      show |d| / 4 + -(|d| / 4) = 0 by ring, Real.cosh_zero] at h
    rw [← Real.cosh_abs (d / 2), abs_div, abs_two]
    linarith
  have hc := Real.cosh_pos (d / 2)
  have hC := Real.one_le_cosh (x + d / 2)
  have h1 : 0 < 1 + Real.cosh (d / 2) := by linarith
  have h2 : 0 < Real.cosh (x + d / 2) + Real.cosh (d / 2) := by linarith
  rw [excess_error_formula, hw]
  constructor
  · have hs : 0 ≤ Real.sinh (|d| / 2) := Real.sinh_nonneg_iff.2 (by positivity)
    exact div_le_div_of_nonneg_left (by linarith) h1 (by linarith)
  · constructor
    · intro h
      by_cases hd : d = 0
      · exact Or.inl hd
      · right
        have hs : 0 < Real.sinh (|d| / 2) := Real.sinh_pos_iff.2 (half_pos (abs_pos.2 hd))
        rw [div_eq_div_iff h2.ne' h1.ne'] at h
        have h3 := mul_left_cancel₀ (mul_pos two_pos hs).ne' h
        -- equality forces the hyperbolic cosine to its minimum
        have h4 : x + d / 2 = 0 := by
          by_contra hne
          have h5 := Real.one_lt_cosh.2 hne
          linarith
        linarith
    · rintro (rfl | rfl)
      · simp
      · rw [show -d / 2 + d / 2 = 0 by ring, Real.cosh_zero]
```

The theorem joins the bound to its equality case. In the proof, `hw` rewrites $2\tanh(|d|/4)$ as a fraction with the same numerator as the exact error, so only the denominators have to be compared. For equality with $d\neq0$, the common positive factor is cancelled, and `Real.one_lt_cosh` excludes every nonzero value of $x+d/2$.

## Consequences for the level of theory

```lean
/-- A shift `d` of the reduced gap keeps the excess within a tolerance `τ` at every gap exactly
when `|d|` is at most `2 ln ((2 + τ) / (2 - τ))`. -/
theorem tolerance_iff {τ : ℝ} (h0 : 0 ≤ τ) (h2 : τ < 2) (d : ℝ) :
    (∀ x, |Real.tanh ((x + d) / 2) - Real.tanh (x / 2)| ≤ τ) ↔
      |d| ≤ 2 * Real.log ((2 + τ) / (2 - τ)) := by
  have hm : 0 < 2 - τ := by linarith
  have hm' : 0 < 1 - τ / 2 := by linarith
  have hr : (2 + τ) / (2 - τ) = (1 + τ / 2) / (1 - τ / 2) := by
    rw [div_eq_div_iff hm.ne' hm'.ne']
    ring
  have hL : Real.tanh (Real.log ((2 + τ) / (2 - τ)) / 2) = τ / 2 :=
    (tanh_half_eq_iff (by linarith) (by linarith)).2 (by rw [hr])
  have key : Real.tanh (|d| / 4) ≤ τ / 2 ↔ |d| ≤ 2 * Real.log ((2 + τ) / (2 - τ)) := by
    rw [← hL, tanh_increasing.le_iff_le]
    constructor <;> intro h <;> linarith
  rw [← key]
  constructor
  · intro h
    -- test the tolerance at the most sensitive gap
    have h3 := h (-d / 2)
    rw [(excess_error_sharp (-d / 2) d).2.2 (Or.inr rfl)] at h3
    linarith
  · intro h x
    linarith [(excess_error_sharp x d).1]
```

The quantifier `∀ x` makes this a criterion for an unknown selectivity; at one particular gap a larger error may be acceptable. The forward direction tests the tolerance at $x=-d/2$, where the bound is attained. The reverse direction uses the bound at every $x$, and `key` converts between the two forms of the condition by monotonicity.

```lean
/-- If computed barriers `G₁'`, `G₂'` give the free-energy gap to within `ε`, they give the
excess to within `2 tanh (β ε / 4)`. -/
theorem excess_rate_error_le {A β ε G₁ G₂ G₁' G₂' : ℝ} (hA : A ≠ 0) (hβ : 0 ≤ β)
    (h : |(G₂' - G₁') - (G₂ - G₁)| ≤ ε) :
    |excess (rate A β G₁') (rate A β G₂') - excess (rate A β G₁) (rate A β G₂)| ≤
      2 * Real.tanh (β * ε / 4) := by
  rw [excess_rate hA, excess_rate hA]
  have h1 := (excess_error_sharp (β * (G₂ - G₁)) (β * ((G₂' - G₁') - (G₂ - G₁)))).1
  rw [show β * (G₂ - G₁) + β * ((G₂' - G₁') - (G₂ - G₁)) = β * (G₂' - G₁') by ring,
    abs_mul, abs_of_nonneg hβ] at h1
  have h2 : β * |(G₂' - G₁') - (G₂ - G₁)| / 4 ≤ β * ε / 4 := by
    have h3 := mul_le_mul_of_nonneg_left h hβ
    linarith
  have h4 := tanh_increasing.monotone h2
  linarith

end SelectivityError
```

Primed barriers are the computed ones. The hypothesis `h` restricts only the error of their difference, so an error shared by both barriers cancels. The proof applies the sharp bound to the actual shift and uses monotonicity to replace that shift by $\beta\varepsilon$. In electronic-structure work this translates an error estimate for a barrier difference into one for a two-channel selectivity with a common prefactor; the value of $\varepsilon$ for a given method has to come from elsewhere.

```lean
#print axioms SelectivityError.excess_ninety_percent
#print axioms SelectivityError.excess_error_sharp
#print axioms SelectivityError.tolerance_iff
#print axioms SelectivityError.excess_rate_error_le
```

```
'SelectivityError.excess_ninety_percent' depends on axioms: [propext, Classical.choice, Quot.sound]
'SelectivityError.excess_error_sharp' depends on axioms: [propext, Classical.choice, Quot.sound]
'SelectivityError.tolerance_iff' depends on axioms: [propext, Classical.choice, Quot.sound]
'SelectivityError.excess_rate_error_le' depends on axioms: [propext, Classical.choice, Quot.sound]
```
